# A pure state is an extreme point of the set of density matrices

## Question

Take a qubit with basis states labelled 0 and 1, and the pure state \(P=|0\rangle\langle 0|\). Suppose \(P = p\rho + (1-p)\sigma\) with density matrices \(\rho,\sigma\) and \(0<p<1\). The entry in row 1 and column 1 reads \(0 = p\rho_{11} + (1-p)\sigma_{11}\). Both populations are nonnegative, so \(\rho_{11}=\sigma_{11}=0\). Positivity of a \(2\times 2\) matrix gives \(|\rho_{01}|^2\le\rho_{00}\rho_{11}=0\), so the coherences vanish, and the trace forces \(\rho_{00}=1\). Hence \(\rho=P\), and likewise \(\sigma=P\).

I expect this in every finite dimension: if \(v\in\mathbb{C}^n\) is a unit vector and \(vv^* = p\rho+(1-p)\sigma\) with density matrices \(\rho,\sigma\) and \(0<p<1\), then \(\rho=\sigma=vv^*\). How does the argument go for a general \(v\), and how is it stated and proved in Lean 4 with Mathlib?

## Answer

### The objects and how Lean represents them

The basis states are orthonormal and labelled by a finite type `n`. A vector is a function `n → ℂ` with components \(v_i\), and an operator is a `Matrix n n ℂ` with entries \(\rho_{ij}\), written `ρ i j`. The inner product is
\[ \langle v,x\rangle=\sum_i \overline{v_i}\,x_i , \]
antilinear in the first argument. In Lean it is `star v ⬝ᵥ x`, where `star` conjugates each component and `⬝ᵥ` is the bilinear dot product. The hypothesis `star v ⬝ᵥ v = 1` says that \(v\) is a unit vector, and `ρ *ᵥ x` is the vector \(\rho x\).

`IsDensity ρ` is the conjunction of `ρ.PosSemidef` and `ρ.trace = 1`. Mathlib's positive semidefiniteness includes hermiticity, \(\rho_{ij}=\overline{\rho_{ji}}\), together with \(\langle x,\rho x\rangle\ge 0\) for all \(x\). The expectation value is a complex number in Lean, and the line `open scoped ComplexOrder` makes \(0\le z\) mean that \(z\) is real and nonnegative.

`pureState v` is the outer product \(P=vv^*\) with entries \(P_{ij}=v_i\overline{v_j}\). It is defined for every vector, and normalisation enters each theorem that needs it as the hypothesis `hv`. The weights are real numbers, and `p • ρ` is the matrix \(\rho\) scaled by the real number \(p\).

### Derivation by hand

Step 1, the action of \(P\). For any vector \(x\),
\[ (Px)_i=\sum_j v_i\overline{v_j}\,x_j=\langle v,x\rangle\,v_i , \]
so \(Px=\langle v,x\rangle v\), and \(Px=0\) whenever \(\langle v,x\rangle=0\).

Step 2, a density matrix that annihilates everything orthogonal to \(v\) equals \(P\). Let \(\rho\) be a density matrix with \(\rho x=0\) for all \(x\) with \(\langle v,x\rangle=0\), and put \(w=\rho v\). For any vector \(y\), the vector \(y-\langle v,y\rangle v\) is orthogonal to \(v\), since
\[ \langle v,\,y-\langle v,y\rangle v\rangle=\langle v,y\rangle-\langle v,y\rangle\langle v,v\rangle=0 . \]
Applying \(\rho\) to it gives \(\rho y=\langle v,y\rangle w\). For the basis vector \(y=e_j\) one has \(\langle v,e_j\rangle=\overline{v_j}\), so
\[ \rho_{ij}=\overline{v_j}\,w_i . \]
Hermiticity gives a second form of the same entry, \(\rho_{ij}=\overline{\rho_{ji}}=v_i\overline{w_j}\). Inserting it in the definition of \(w\),
\[ w_i=\sum_j\rho_{ij}v_j=v_i\sum_j\overline{w_j}\,v_j=v_i\,c,\qquad c=\sum_j\overline{w_j}\,v_j , \]
so \(w\) is parallel to \(v\). The trace fixes the factor:
\[ 1=\sum_i\rho_{ii}=\sum_i\overline{v_i}\,w_i=c\sum_i\overline{v_i}\,v_i=c . \]
Therefore \(\rho_{ij}=\overline{v_j}\,v_i=P_{ij}\).

Step 3, a density matrix dominated by \(P\) equals \(P\). Suppose \(P=p\rho+\tau\) with a density matrix \(\rho\), a weight \(p>0\) and a positive semidefinite matrix \(\tau\). For \(x\) orthogonal to \(v\), step 1 gives
\[ 0=\langle x,Px\rangle=p\,\langle x,\rho x\rangle+\langle x,\tau x\rangle . \]
Both terms are nonnegative, so each vanishes, and \(p\neq0\) gives \(\langle x,\rho x\rangle=0\). Write the spectral decomposition \(\rho=\sum_m\lambda_m u_mu_m^*\) with orthonormal eigenvectors \(u_m\) and eigenvalues \(\lambda_m\ge0\). Then \(\sum_m\lambda_m|\langle u_m,x\rangle|^2=0\) is a vanishing sum of nonnegative terms, so \(\lambda_m\langle u_m,x\rangle=0\) for every \(m\), and
\[ \rho x=\sum_m\lambda_m\langle u_m,x\rangle\,u_m=0 . \]
Step 2 applies and gives \(\rho=P\). In the qubit case the vectors orthogonal to \(v=e_0\) are the multiples of \(e_1\), the vanishing expectation value is \(\rho_{11}=0\), and \(\rho e_1=0\) is the vanishing of column 1, which contains the coherence \(\rho_{01}\).

Step 4, two components. If \(P=p\rho+(1-p)\sigma\) with \(0<p<1\), step 3 with \(\tau=(1-p)\sigma\) gives \(\rho=P\), and step 3 with weight \(1-p\) and remainder \(p\rho\) gives \(\sigma=P\).

Step 5, finite ensembles. Let \(s\) be a finite index set, \(\rho_i\) density matrices and \(p_i\ge0\) weights for \(i\in s\), with \(P=\sum_{i\in s}p_i\rho_i\). Fix \(k\in s\) with \(p_k>0\). The remainder \(\tau=\sum_{i\in s,\,i\ne k}p_i\rho_i\) is a sum of positive semidefinite matrices, hence positive semidefinite, and step 3 gives \(\rho_k=P\).

Step 6, convex geometry. A point of a set is extreme if it belongs to the set and, whenever it equals \(a\rho+b\sigma\) with \(\rho,\sigma\) in the set, \(a,b>0\) and \(a+b=1\), both \(\rho\) and \(\sigma\) coincide with it. The second condition is step 4 with \(p=a\). For the first, \(P\) is Hermitian because \(\overline{P_{ji}}=\overline{v_j}\,v_i=P_{ij}\), it is positive because \(\langle x,Px\rangle=\langle v,x\rangle\langle x,v\rangle=|\langle v,x\rangle|^2\ge0\), and its trace is \(\sum_i v_i\overline{v_i}=1\).

Step 7, the role of positivity. For the qubit,
\[ \begin{pmatrix}1&0\\0&0\end{pmatrix}=\tfrac12\begin{pmatrix}1&1\\1&0\end{pmatrix}+\tfrac12\begin{pmatrix}1&-1\\-1&0\end{pmatrix}=\tfrac12A+\tfrac12B , \]
where \(A\) and \(B\) are Hermitian with trace one and differ from \(P\) in the entry with row 0 and column 1. Among Hermitian matrices of trace one, \(|0\rangle\langle0|\) is a proper midpoint.

### The file

```lean
import Mathlib

open Matrix
open scoped ComplexOrder

namespace PureStateExtreme

variable {n : Type*} [Fintype n] [DecidableEq n]

/-- A density matrix: positive semidefinite with trace one. -/
def IsDensity (ρ : Matrix n n ℂ) : Prop := ρ.PosSemidef ∧ ρ.trace = 1

/-- The outer product `v v*`, with entries `v i * conj (v j)`. -/
def pureState (v : n → ℂ) : Matrix n n ℂ := vecMulVec v (star v)

omit [DecidableEq n] in
/-- The outer product acts as `v v* x = ⟨v, x⟩ v`. -/
theorem pureState_mulVec (v x : n → ℂ) : pureState v *ᵥ x = (star v ⬝ᵥ x) • v := by
  ext i
  simp only [pureState, Matrix.mulVec, dotProduct, vecMulVec_apply, Pi.smul_apply,
    smul_eq_mul, Finset.sum_mul]
  exact Finset.sum_congr rfl fun j _ => by ring

/-- A density matrix that annihilates every vector orthogonal to the unit vector `v`
equals `v v*`. -/
theorem eq_pureState_of_support {v : n → ℂ} (hv : star v ⬝ᵥ v = 1) {ρ : Matrix n n ℂ}
    (hρ : IsDensity ρ) (h : ∀ x, star v ⬝ᵥ x = 0 → ρ *ᵥ x = 0) : ρ = pureState v := by
  have hH : ρ.IsHermitian := hρ.1.1
  obtain ⟨w, hw⟩ : ∃ w, w = ρ *ᵥ v := ⟨_, rfl⟩
  -- only the component of y along v survives
  have h1 : ∀ y, ρ *ᵥ y = (star v ⬝ᵥ y) • w := by
    intro y
    have hy := h (y - (star v ⬝ᵥ y) • v) (by rw [dotProduct_sub, dotProduct_smul, hv]; simp)
    rw [mulVec_sub, mulVec_smul, sub_eq_zero] at hy
    rw [hw]
    exact hy
  have h2 : ∀ i j, ρ i j = star (v j) * w i := by
    intro i j
    have hij := congrFun (h1 (Pi.single j 1)) i
    simpa using hij
  -- hermiticity makes w = ρ v parallel to v
  have h3 : ∀ i j, ρ i j = v i * star (w j) := by
    intro i j
    rw [← hH.apply i j, h2 j i, star_mul', star_star]
  obtain ⟨c, h4⟩ : ∃ c : ℂ, ∀ i, w i = v i * c := by
    refine ⟨∑ j, star (w j) * v j, fun i => ?_⟩
    calc w i = ∑ j, ρ i j * v j := by rw [hw]; rfl
      _ = ∑ j, v i * (star (w j) * v j) :=
          Finset.sum_congr rfl fun j _ => by rw [h3, mul_assoc]
      _ = v i * ∑ j, star (w j) * v j := by rw [← Finset.mul_sum]
  -- the trace fixes the factor
  have h5 : c = 1 := by
    calc c = (star v ⬝ᵥ v) * c := by rw [hv, one_mul]
      _ = ∑ i, ρ i i := by
          simp only [dotProduct, Finset.sum_mul]
          exact Finset.sum_congr rfl fun i _ => by rw [h2, h4, Pi.star_apply, mul_assoc]
      _ = 1 := hρ.2
  ext i j
  rw [h2, h4, h5, pureState, vecMulVec_apply, Pi.star_apply]
  ring

/-- If `v v* = p ρ + τ` for a unit vector `v`, a density matrix `ρ`, a weight `p > 0` and a
positive semidefinite remainder `τ`, then `ρ = v v*`. -/
theorem eq_pureState_of_dominated {v : n → ℂ} (hv : star v ⬝ᵥ v = 1) {ρ τ : Matrix n n ℂ}
    (hρ : IsDensity ρ) (hτ : τ.PosSemidef) {p : ℝ} (hp : 0 < p)
    (h : pureState v = p • ρ + τ) : ρ = pureState v := by
  refine eq_pureState_of_support hv hρ fun x hx => ?_
  -- for x ⊥ v two nonnegative expectation values add up to zero
  have h0 : star x ⬝ᵥ (p • ρ + τ) *ᵥ x = 0 := by
    rw [← h, pureState_mulVec, hx, zero_smul, dotProduct_zero]
  rw [add_mulVec, smul_mulVec, dotProduct_add, dotProduct_smul, Complex.real_smul] at h0
  have ha : 0 ≤ (p : ℂ) * (star x ⬝ᵥ ρ *ᵥ x) :=
    mul_nonneg (Complex.zero_le_real.2 hp.le) (hρ.1.dotProduct_mulVec_nonneg x)
  have hz := ((add_eq_zero_iff_of_nonneg ha (hτ.dotProduct_mulVec_nonneg x)).1 h0).1
  have hp' : (p : ℂ) ≠ 0 := by exact_mod_cast hp.ne'
  -- a vanishing expectation value of a positive matrix puts x in its kernel
  rw [← hρ.1.dotProduct_mulVec_zero_iff]
  exact (mul_eq_zero.1 hz).resolve_left hp'

/-- If `v v* = p ρ + (1 - p) σ` for a unit vector `v`, density matrices `ρ`, `σ` and
`0 < p < 1`, then `ρ = σ = v v*`. -/
theorem pureState_extreme {v : n → ℂ} (hv : star v ⬝ᵥ v = 1) {ρ σ : Matrix n n ℂ}
    (hρ : IsDensity ρ) (hσ : IsDensity σ) {p : ℝ} (hp0 : 0 < p) (hp1 : p < 1)
    (h : pureState v = p • ρ + (1 - p) • σ) : ρ = pureState v ∧ σ = pureState v := by
  have hq : 0 < 1 - p := sub_pos.2 hp1
  exact ⟨eq_pureState_of_dominated hv hρ (hσ.1.smul hq.le) hp0 h,
    eq_pureState_of_dominated hv hσ (hρ.1.smul hp0.le) hq (h.trans (add_comm _ _))⟩

/-- If a finite ensemble of density matrices `ρ i` with nonnegative weights `p i` sums to
`v v*` for a unit vector `v`, then every member of positive weight equals `v v*`. -/
theorem ensemble_of_pureState {ι : Type*} (s : Finset ι) {v : n → ℂ} (hv : star v ⬝ᵥ v = 1)
    {ρ : ι → Matrix n n ℂ} {p : ι → ℝ} (hρ : ∀ i ∈ s, IsDensity (ρ i))
    (hp : ∀ i ∈ s, 0 ≤ p i) (h : pureState v = ∑ i ∈ s, p i • ρ i) :
    ∀ k ∈ s, 0 < p k → ρ k = pureState v := by
  classical
  intro k hk hpk
  -- the other members form a positive semidefinite remainder
  have hτ : (∑ i ∈ s.erase k, p i • ρ i).PosSemidef :=
    Finset.sum_induction _ Matrix.PosSemidef (fun _ _ ha hb => ha.add hb)
      Matrix.PosSemidef.zero fun i hi =>
        (hρ i (Finset.mem_of_mem_erase hi)).1.smul (hp i (Finset.mem_of_mem_erase hi))
  exact eq_pureState_of_dominated hv (hρ k hk) hτ hpk
    (h.trans (Finset.add_sum_erase s (fun i => p i • ρ i) hk).symm)

/-- For a unit vector `v`, the matrix `v v*` is an extreme point of the set of density
matrices. -/
theorem pureState_mem_extremePoints {v : n → ℂ} (hv : star v ⬝ᵥ v = 1) :
    pureState v ∈ Set.extremePoints ℝ {ρ : Matrix n n ℂ | IsDensity ρ} := by
  have hmem : IsDensity (pureState v) := by
    refine ⟨PosSemidef.of_dotProduct_mulVec_nonneg ?_ fun x => ?_, ?_⟩
    · exact Matrix.IsHermitian.ext fun i j => by
        simp [pureState, vecMulVec_apply, mul_comm]
    · have hs : star x ⬝ᵥ v = star (star v ⬝ᵥ x) := Matrix.star_dotProduct _ _
      rw [pureState_mulVec, dotProduct_smul, smul_eq_mul, hs]
      exact mul_star_self_nonneg _
    · rw [← hv]
      simp only [Matrix.trace, Matrix.diag_apply, pureState, vecMulVec_apply, dotProduct]
      exact Finset.sum_congr rfl fun i _ => mul_comm _ _
  rw [mem_extremePoints]
  refine ⟨hmem, ?_⟩
  rintro ρ hρ σ hσ ⟨a, b, ha, hb, hab, h⟩
  have hb' : b = 1 - a := by linarith
  rw [hb'] at h
  exact pureState_extreme hv hρ hσ ha (by linarith) h.symm

/-- The qubit matrix `v v*` with `v = (1, 0)` is the midpoint of the Hermitian trace-one
matrices `!![1, 1; 1, 0]` and `!![1, -1; -1, 0]`, both different from it. -/
theorem midpoint_without_positivity :
    let A : Matrix (Fin 2) (Fin 2) ℂ := !![1, 1; 1, 0]
    let B : Matrix (Fin 2) (Fin 2) ℂ := !![1, -1; -1, 0]
    A.IsHermitian ∧ B.IsHermitian ∧ A.trace = 1 ∧ B.trace = 1 ∧
      pureState ![1, 0] = (1 / 2 : ℂ) • A + (1 / 2 : ℂ) • B ∧
      A ≠ pureState ![1, 0] ∧ B ≠ pureState ![1, 0] := by
  intro A B
  refine ⟨?_, ?_, ?_, ?_, ?_, ?_, ?_⟩
  · refine Matrix.IsHermitian.ext fun i j => ?_
    fin_cases i <;> fin_cases j <;> simp [A]
  · refine Matrix.IsHermitian.ext fun i j => ?_
    fin_cases i <;> fin_cases j <;> simp [B]
  · simp [A, Matrix.trace_fin_two]
  · simp [B, Matrix.trace_fin_two]
  · ext i j
    fin_cases i <;> fin_cases j <;> simp [A, B, pureState, vecMulVec_apply]
    all_goals norm_num
  · intro h
    have h01 := congrFun (congrFun h 0) 1
    simp [A, pureState, vecMulVec_apply] at h01
  · intro h
    have h01 := congrFun (congrFun h 0) 1
    simp [B, pureState, vecMulVec_apply] at h01

end PureStateExtreme
```

```lean
#print axioms PureStateExtreme.ensemble_of_pureState
#print axioms PureStateExtreme.pureState_mem_extremePoints
#print axioms PureStateExtreme.midpoint_without_positivity
```

```
'PureStateExtreme.ensemble_of_pureState' depends on axioms: [propext, Classical.choice, Quot.sound]
'PureStateExtreme.pureState_mem_extremePoints' depends on axioms: [propext, Classical.choice, Quot.sound]
'PureStateExtreme.midpoint_without_positivity' depends on axioms: [propext, Classical.choice, Quot.sound]
```

### The statements read in words

`pureState_extreme` is the claim of the question. Its hypotheses are the normalisation `hv`, the density-matrix properties `hρ` and `hσ`, the strict bounds `hp0` and `hp1` on the weight, and the decomposition `h`. Its conclusion is `ρ = pureState v ∧ σ = pureState v`, an equality of matrices entry by entry. The strict bounds matter: at \(p=0\) the equation reads \(P=\sigma\) and places no condition on \(\rho\). The components \(\rho\) and \(\sigma\) are arbitrary density matrices, so neither their rank nor commutation with \(P\) is assumed.

`ensemble_of_pureState` is step 5. The labels run over a `Finset` called `s` in an arbitrary type `ι`, the weights satisfy `0 ≤ p i` on `s`, and the conclusion concerns each `k ∈ s` with `0 < p k`. The statement has no hypothesis that the weights add up to one, and it says nothing about members of weight zero.

`pureState_mem_extremePoints` places \(P\) in `Set.extremePoints ℝ {ρ : Matrix n n ℂ | IsDensity ρ}`. The scalar field `ℝ` means that the complex matrices are treated as a real vector space, so segments are formed with real weights. This theorem includes the statement that \(P\) is itself a density matrix.

`midpoint_without_positivity` is step 7 for `Fin 2`, with rows and columns numbered 0 and 1 and \(v=(1,0)\). It lists seven facts: hermiticity and trace one for both matrices, the midpoint equation, and \(A\neq P\), \(B\neq P\). The two weights are written there as the complex number `(1 / 2 : ℂ)`.

The theorems with `hv` hold for every finite type `n`. With one basis state the only density matrix is the number 1 and the claims are immediate. With no basis state `hv` reads \(0=1\) and no vector satisfies it. The limits are these. The Hilbert space is finite-dimensional, so trace-class operators on a space of wave functions are not treated. Ensembles are finite sums, so integrals over a continuous family of states are not treated either. The usual characterisation says that the extreme points of the density matrices are exactly the pure states, and the file proves the direction from pure to extreme; that a matrix of rank two or more splits into a proper mixture is not among its statements.

For a system described in a finite orthonormal basis, such as a few spins or a many-electron state expanded in finitely many orthonormal configurations, the ensemble theorem says that a preparation drawing states at random from a finite list yields a pure density matrix only if every state drawn with nonzero probability is that same pure state.

### How the proofs follow the derivation

`pureState_mulVec` is step 1: both sides are unfolded to sums over \(j\) in component \(i\), and `ring` matches the terms.

`eq_pureState_of_support` is step 2. The vector \(w=\rho v\) gets its own name through `hw`. In `h1` the hypothesis `h` is applied to `y - (star v ⬝ᵥ y) • v`; the orthogonality is shown with `dotProduct_sub`, `dotProduct_smul` and `hv`, and linearity of `*ᵥ` turns the result into \(\rho y=\langle v,y\rangle w\). In `h2` this is evaluated at the basis vector `Pi.single j 1` and read in component \(i\), which gives \(\rho_{ij}=\overline{v_j}w_i\). In `h3` the entry is rewritten with `hH.apply i j` as the conjugate of \(\rho_{ji}\), and `h2 j i` gives \(v_i\overline{w_j}\). The constant \(c\) is supplied explicitly as `∑ j, star (w j) * v j`, and the `calc` block for `h4` is the displayed chain for \(w_i\). The chain in `h5` runs from \(c\) through \(\langle v,v\rangle c\) to \(\sum_i\rho_{ii}\) and ends with the trace condition `hρ.2`. Of the positive semidefiniteness of \(\rho\), this proof uses the hermiticity `hρ.1.1` alone.

`eq_pureState_of_dominated` is step 3. It opens by reducing the goal, through the previous lemma, to \(\rho x=0\) for a given \(x\) with `hx`. Then `h0` states \(\langle x,(p\rho+\tau)x\rangle=0\), obtained by rewriting the matrix back to \(P\) and using step 1, and the next line expands it into two terms. `ha` is the nonnegativity of the first term, `hτ.dotProduct_mulVec_nonneg x` that of the second, and `add_eq_zero_iff_of_nonneg` yields `hz`, the vanishing of \(p\langle x,\rho x\rangle\). The passage from a vanishing expectation value to the kernel, done above with eigenvectors, is Mathlib's `dotProduct_mulVec_zero_iff` for positive semidefinite matrices, and `mul_eq_zero` with `hp'` removes the factor \(p\).

`pureState_extreme` applies this lemma twice. The remainders are positive semidefinite by `hσ.1.smul hq.le` and `hρ.1.smul hp0.le`, and `add_comm` swaps the two terms for the second use. In `ensemble_of_pureState` the remainder is the sum over `s.erase k`. `Finset.sum_induction` carries positive semidefiniteness through the sum, from the zero matrix, the scaled members and closure under addition, and `Finset.add_sum_erase` splits off the term \(p_k\rho_k\).

In `pureState_mem_extremePoints`, `hmem` checks the three properties of step 6; `hs` is \(\langle x,v\rangle=\overline{\langle v,x\rangle}\), after which `mul_star_self_nonneg` gives the sign. `mem_extremePoints` brings the goal to the form of step 6, the `rintro` pattern names the weights \(a,b\) with \(a+b=1\), and substituting \(b=1-a\) produces the hypothesis of the main theorem. The qubit example is checked entry by entry with `fin_cases`, and both inequalities are read off at row 0 and column 1.

### Remarks

The step that needs care is the one from \(\langle x,\rho x\rangle=0\) for all \(x\perp v\) to \(\rho x=0\). The vanishing expectation values only say that the block of \(\rho\) inside the orthogonal complement of \(v\) is zero, and they leave the matrix elements between \(v\) and that complement free. The matrix \(A\) of step 7 shows the gap: it is Hermitian, has trace one and nonnegative diagonal, and \(\langle e_1,Ae_1\rangle=A_{11}=0\), yet \(Ae_1=e_0\neq0\). It fails positivity on a vector that is not a basis vector, since the unit vector \(x=(1,-1)/\sqrt2\) has \(\langle x,Ax\rangle=-\tfrac12\). A definition of density matrices that asked only for hermiticity, trace one and nonnegative populations in the chosen basis would admit \(A\) and \(B\), and the theorem would be false for it.

The computation in step 3 also gives a neighbouring fact, which is argued here on paper and has no theorem in the file. Let \(M=p\rho+\tau\) with \(p>0\) and \(\rho,\tau\) positive semidefinite, and let \(Mx=0\). Then \(0=\langle x,Mx\rangle=p\langle x,\rho x\rangle+\langle x,\tau x\rangle\), so \(\rho x=0\) as before. The kernel of a mixture thus lies in the kernel of each member of positive weight, and a density matrix supported on a subspace, for instance a degenerate eigenspace of a finite Hamiltonian matrix, decomposes only into density matrices supported on that subspace. A pure state is the case of a one-dimensional subspace, where step 2 leaves a single density matrix.
